# For n ≥ 1 and at least one neighbour, the planar n-fold bond-orientational order parameter has modulus at most 1, with equality exactly when all bond angles differ by integer multiples of 2π/n

Q: Before I look at any Lean, show me what this order parameter measures. Two neighbours should be enough.

A: They are. A bond here is the line from a particle to one of its neighbours, whether or not there is a chemical bond. Let the bonds to the two neighbours make angles t_1 and t_2 with a fixed axis in the plane, and let n ≥ 1 be the number of evenly spaced directions in the star we compare the bonds with. The order parameter is the average phase

ψ = (exp(i n t_1) + exp(i n t_2)) / 2.

Taking out the common phase exp(i n (t_1 + t_2)/2) leaves cos(n(t_1 − t_2)/2), so

1 − |ψ|² = sin²(n(t_1 − t_2)/2).

The modulus is therefore at most 1. It equals 1 exactly when n(t_1 − t_2)/2 is a multiple of π, which means that t_1 − t_2 is a multiple of 2π/n. With a single neighbour there is nothing to compare, and |ψ| = 1 always.

Q: And for N neighbours? I expect a sum over pairs.

A: Yes. Write S = Σ_j exp(i n t_j), so that ψ = S/N. The real part of S is Σ_j cos(n t_j) and the imaginary part is Σ_j sin(n t_j). Squaring and adding gives

|S|² = Σ_j Σ_k [cos(n t_j) cos(n t_k) + sin(n t_j) sin(n t_k)] = Σ_j Σ_k cos(n(t_j − t_k)).

Now insert cos x = 1 − 2 sin²(x/2). The ones add up to N², and division by N² gives

1 − |ψ|² = (2/N²) Σ_j Σ_k sin²(n(t_j − t_k)/2).

The right side is a sum of squares, so |ψ| ≤ 1. It vanishes exactly when every sine vanishes, that is, when for each pair there is an integer m with n(t_j − t_k)/2 = mπ, or t_j − t_k = 2πm/n.

Q: Fine. Now convince me that the file is about the same object. What is a neighbour there?

A: A label in a finite type `ι`. The file opens by fixing that type.

```lean
import Mathlib

open scoped Real

namespace BondOrientationalOrder

noncomputable section

variable {ι : Type*} [Fintype ι]
```

The angles are a function `t : ι → ℝ`, and N is `Fintype.card ι`. The order parameter is then the average you have just seen, as a complex number.

```lean
/-- The `n`-fold bond-orientational order parameter: the average of `exp (i n t_j)` over
the neighbours `j` with bond angles `t j`. -/
def bondOrder (n : ℕ) (t : ι → ℝ) : ℂ :=
  (∑ j, Complex.exp (((n * t j : ℝ) : ℂ) * Complex.I)) / (Fintype.card ι : ℂ)
```

Q: Angles live on a circle, and you have made them real numbers.

A: Adding 2π to one angle changes n t_j by 2πn, which leaves its phase alone. The condition on differences is equally insensitive, because 2π is itself a multiple of 2π/n. Nor does the choice of axis matter for the modulus: rotating it shifts all angles together and only multiplies ψ by a phase.

Q: Where does the double sum of cosines appear?

A: In the first theorem, which concerns S before the division by N.

```lean
/-- The squared modulus of the sum of bond phases is the double sum of the cosines of
`n` times the angle differences. -/
theorem norm_sq_phase_sum (n : ℕ) (t : ι → ℝ) :
    ‖∑ j, Complex.exp (((n * t j : ℝ) : ℂ) * Complex.I)‖ ^ 2
      = ∑ j, ∑ k, Real.cos (n * (t j - t k)) := by
  have hre : (∑ j, Complex.exp (((n * t j : ℝ) : ℂ) * Complex.I)).re
      = ∑ j, Real.cos (n * t j) := by
    rw [Complex.re_sum]
    exact Finset.sum_congr rfl fun j _ => Complex.exp_ofReal_mul_I_re _
  have him : (∑ j, Complex.exp (((n * t j : ℝ) : ℂ) * Complex.I)).im
      = ∑ j, Real.sin (n * t j) := by
    rw [Complex.im_sum]
    exact Finset.sum_congr rfl fun j _ => Complex.exp_ofReal_mul_I_im _
  rw [Complex.sq_norm, Complex.normSq_apply, hre, him, Finset.sum_mul_sum,
    Finset.sum_mul_sum, ← Finset.sum_add_distrib]
  refine Finset.sum_congr rfl fun j _ => ?_
  rw [← Finset.sum_add_distrib]
  refine Finset.sum_congr rfl fun k _ => ?_
  rw [mul_sub, Real.cos_sub]
```

The facts `hre` and `him` are the real and imaginary parts of S. The rewriting then expands the two squares into double sums and merges them, and `Real.cos_sub` identifies the terms for each pair.

Q: And the sine formula?

A: That is `order_deficit`. Its sum runs over all ordered pairs, including j = k, where the term is zero.

```lean
/-- For `N ≥ 1` neighbours, one minus the squared modulus of the order parameter is `2 / N ^ 2`
times the sum over all ordered pairs of neighbours of `sin ^ 2 (n (t_j - t_k) / 2)`. -/
theorem order_deficit [Nonempty ι] (n : ℕ) (t : ι → ℝ) :
    1 - ‖bondOrder n t‖ ^ 2
      = 2 / (Fintype.card ι : ℝ) ^ 2 * ∑ j, ∑ k, Real.sin (n * (t j - t k) / 2) ^ 2 := by
  have hN : (Fintype.card ι : ℝ) ≠ 0 := Nat.cast_ne_zero.mpr Fintype.card_ne_zero
  -- half-angle formula for each pair
  have hc : ∀ j k, Real.cos (n * (t j - t k))
      = 1 - 2 * Real.sin (n * (t j - t k) / 2) ^ 2 := by
    intro j k
    have h1 := Real.cos_two_mul (n * (t j - t k) / 2)
    rw [show 2 * (n * (t j - t k) / 2) = n * (t j - t k) by ring] at h1
    have h2 := Real.sin_sq_add_cos_sq (n * (t j - t k) / 2)
    linarith
  have hs : ∑ j, ∑ k, Real.cos (n * (t j - t k))
      = (Fintype.card ι : ℝ) ^ 2 - 2 * ∑ j, ∑ k, Real.sin (n * (t j - t k) / 2) ^ 2 := by
    simp only [hc, Finset.sum_sub_distrib, ← Finset.mul_sum, Finset.sum_const,
      Finset.card_univ, nsmul_eq_mul, mul_one]
    ring
  rw [bondOrder, norm_div, div_pow, Complex.norm_natCast, norm_sq_phase_sum, hs, sub_div,
    div_self (pow_ne_zero 2 hN)]
  ring
```

Here `hc` is the half-angle formula for one pair, and `hs` sums it over all pairs. The last rewriting divides by N², which is nonzero because `[Nonempty ι]` supplies at least one neighbour.

Q: If the total deficit is zero, every term is zero. Why is there another theorem before the main one?

A: It gives a bound that also says something when the order is slightly imperfect. For j ≠ k, the pairs (j, k) and (k, j) contribute the same square, so

2 sin²(n(t_j − t_k)/2) ≤ Σ_a Σ_b sin²(n(t_a − t_b)/2) = (N²/2)(1 − |ψ|²).

Halving gives

sin²(n(t_j − t_k)/2) ≤ (N²/4)(1 − |ψ|²).

For j = k the left side is zero and the bound is immediate. When N = 2 and j ≠ k it is an equality, as the opening example shows; for larger N it can be strict. At fixed N, a modulus close to 1 forces every difference t_j − t_k to be close to a multiple of 2π/n. Once |ψ|² ≤ 1 − 4/N², the right side is at least 1 and the bound says nothing.

```lean
/-- The angular mismatch of any single pair of neighbours, measured by `sin ^ 2 (n (t_j - t_k) /
2)`, is at most `N ^ 2 / 4` times one minus the squared modulus of the order parameter, where `N ≥
1` is the number of neighbours. -/
theorem pair_mismatch_le [Nonempty ι] (n : ℕ) (t : ι → ℝ) (j k : ι) :
    Real.sin (n * (t j - t k) / 2) ^ 2
      ≤ (Fintype.card ι : ℝ) ^ 2 / 4 * (1 - ‖bondOrder n t‖ ^ 2) := by
  classical
  have hN : (Fintype.card ι : ℝ) ≠ 0 := Nat.cast_ne_zero.mpr Fintype.card_ne_zero
  -- each pair of distinct neighbours occurs twice in the double sum
  have hsum : 2 * Real.sin (n * (t j - t k) / 2) ^ 2
      ≤ ∑ a, ∑ b, Real.sin (n * (t a - t b) / 2) ^ 2 := by
    rcases eq_or_ne j k with h | h
    · have h0 : 2 * Real.sin (n * (t j - t k) / 2) ^ 2 = 0 := by simp [h]
      rw [h0]
      exact Finset.sum_nonneg fun a _ => Finset.sum_nonneg fun b _ => sq_nonneg _
    · have hne : (j, k) ≠ (k, j) := fun e => h (congrArg Prod.fst e)
      have hsymm : Real.sin (n * (t k - t j) / 2) ^ 2
          = Real.sin (n * (t j - t k) / 2) ^ 2 := by
        rw [show n * (t k - t j) / 2 = -(n * (t j - t k) / 2) by ring, Real.sin_neg, neg_sq]
      calc 2 * Real.sin (n * (t j - t k) / 2) ^ 2
          = ∑ p ∈ ({(j, k), (k, j)} : Finset (ι × ι)),
              Real.sin (n * (t p.1 - t p.2) / 2) ^ 2 := by
            rw [Finset.sum_pair hne]
            linarith
        _ ≤ ∑ p : ι × ι, Real.sin (n * (t p.1 - t p.2) / 2) ^ 2 :=
            Finset.sum_le_sum_of_subset_of_nonneg (Finset.subset_univ _)
              (fun _ _ _ => sq_nonneg _)
        _ = ∑ a, ∑ b, Real.sin (n * (t a - t b) / 2) ^ 2 := Fintype.sum_prod_type _
  have hscale : (Fintype.card ι : ℝ) ^ 2 / 4 * (1 - ‖bondOrder n t‖ ^ 2)
      = (∑ a, ∑ b, Real.sin (n * (t a - t b) / 2) ^ 2) / 2 := by
    rw [order_deficit, ← mul_assoc]
    have h1 : (Fintype.card ι : ℝ) ^ 2 / 4 * (2 / (Fintype.card ι : ℝ) ^ 2) = 1 / 2 := by
      rw [div_mul_div_comm, div_eq_div_iff (by positivity) (by norm_num)]
      ring
    rw [h1]
    ring
  rw [hscale]
  linarith
```

The proof splits on whether j equals k. In the distinct case, the `calc` block writes the doubled square as a sum over the two-element set of ordered pairs and compares it with the sum over all pairs, whose terms are nonnegative. Then `hscale` converts the double sum into the deficit.

Q: Now the main statement. Read it to me without the notation.

A: Given at least one neighbour and a natural number n ≠ 0, the modulus of ψ is at most 1. It equals 1 if and only if, for all neighbours j and k, some integer m satisfies t_j − t_k = m · 2π/n. The integer may differ from pair to pair.

```lean
/-- For at least one neighbour and `n ≠ 0`, the order parameter has modulus at most one, and
modulus one exactly when all bond-angle differences are integer multiples of `2 π / n`. -/
theorem norm_bondOrder_le_one_and_eq_iff [Nonempty ι] {n : ℕ} (hn : n ≠ 0) (t : ι → ℝ) :
    ‖bondOrder n t‖ ≤ 1 ∧
      (‖bondOrder n t‖ = 1 ↔ ∀ j k, ∃ m : ℤ, t j - t k = m * (2 * π / n)) := by
  have hn' : (n : ℝ) ≠ 0 := Nat.cast_ne_zero.mpr hn
  have hdef := order_deficit n t
  have h0 := norm_nonneg (bondOrder n t)
  refine ⟨?_, ?_, ?_⟩
  · -- the deficit is a sum of squares
    have hpos : 0 ≤ 1 - ‖bondOrder n t‖ ^ 2 := by
      rw [hdef]
      positivity
    nlinarith
  · -- full order leaves no room for a mismatch of any pair
    intro h j k
    have hp := pair_mismatch_le n t j k
    rw [h, one_pow, sub_self, mul_zero] at hp
    have hz : Real.sin (n * (t j - t k) / 2) = 0 :=
      pow_eq_zero_iff (two_ne_zero) |>.mp (le_antisymm hp (sq_nonneg _))
    obtain ⟨m, hm⟩ := Real.sin_eq_zero_iff.mp hz
    refine ⟨m, ?_⟩
    rw [← mul_div_assoc, eq_div_iff hn']
    linear_combination (-2) * hm
  · -- commensurate angles make every term of the deficit vanish
    intro h
    have hz : ∀ j k, Real.sin (n * (t j - t k) / 2) = 0 := by
      intro j k
      obtain ⟨m, hm⟩ := h j k
      have h' : (t j - t k) * n = m * (2 * π) := by
        rw [hm, ← mul_div_assoc, div_mul_cancel₀ _ hn']
      exact Real.sin_eq_zero_iff.mpr ⟨m, by linear_combination (-1 / 2) * h'⟩
    have hd : 1 - ‖bondOrder n t‖ ^ 2 = 0 := by
      rw [hdef]
      simp [hz]
    nlinarith
```

The proof has three parts. For the bound, `positivity` sees that the deficit is nonnegative, and `nlinarith` passes from |ψ|² ≤ 1 to |ψ| ≤ 1. If |ψ| = 1, the pair bound leaves no room for a nonzero sine, and `Real.sin_eq_zero_iff` supplies m. In the other direction, the condition on the angles makes all the sines zero, so the deficit vanishes and the modulus is 1.

Q: Do you need n ≠ 0? It looks like a technicality.

A: It carries content. Take n = 0 and two neighbours at angles 0 and 1. Both phases are 1, so ψ = 1 whatever the angles are. Lean reads 2π/0 as 0, so the condition would demand equal angles, and the equivalence fails. Physically, zeroth order tests for no symmetry at all.

Q: Suppose I find |ψ| = 1 for n = 6. Do I have a hexagon of neighbours?

A: No. You know that all bonds lie along directions of one sixfold star. Some directions may be empty, and nothing in the hypotheses stops two neighbours from sharing one. Three neighbours at the corners of an equilateral triangle, with the particle at its centre, already give modulus 1 for n = 6. The last theorem makes this precise for evenly spaced shells.

```lean
/-- For a regular shell of `N ≥ 1` neighbours at the angles `2 π j / N`, the `n`-fold order
parameter is one if `N` divides `n` and zero otherwise. -/
theorem bondOrder_regular_shell {N : ℕ} (hN : N ≠ 0) (n : ℕ) :
    bondOrder n (fun j : Fin N => 2 * π * ((j : ℕ) : ℝ) / N) = if N ∣ n then 1 else 0 := by
  have hN' : (N : ℂ) ≠ 0 := Nat.cast_ne_zero.mpr hN
  have hζ := Complex.isPrimitiveRoot_exp N hN
  set ζ : ℂ := Complex.exp (2 * π * Complex.I / N) with hdef
  -- the bond phases are the powers of a root of unity
  have hterm : ∀ j : Fin N,
      Complex.exp (((n * (2 * π * ((j : ℕ) : ℝ) / N) : ℝ) : ℂ) * Complex.I)
        = (ζ ^ n) ^ (j : ℕ) := by
    intro j
    rw [← pow_mul, hdef, ← Complex.exp_nat_mul]
    congr 1
    push_cast
    ring
  have hsum : bondOrder n (fun j : Fin N => 2 * π * ((j : ℕ) : ℝ) / N)
      = (∑ j ∈ Finset.range N, (ζ ^ n) ^ j) / (N : ℂ) := by
    rw [bondOrder, Fintype.card_fin, Finset.sum_congr rfl fun j _ => hterm j,
      Fin.sum_univ_eq_sum_range (fun j => (ζ ^ n) ^ j) N]
  rw [hsum]
  split_ifs with h
  · have h1 : ζ ^ n = 1 := (hζ.pow_eq_one_iff_dvd n).mpr h
    simp [h1, hN']
  · have h1 : ζ ^ n ≠ 1 := fun e => h ((hζ.pow_eq_one_iff_dvd n).mp e)
    have h2 : (ζ ^ n) ^ N = 1 := by
      rw [← pow_mul, mul_comm, pow_mul, hζ.pow_eq_one, one_pow]
    have h3 := mul_neg_geom_sum (ζ ^ n) N
    rw [h2, sub_self] at h3
    rw [(mul_eq_zero.mp h3).resolve_left (sub_ne_zero.mpr h1.symm), zero_div]

end

end BondOrientationalOrder
```

Here `Fin N` labels the neighbours j = 0, …, N − 1, placed at angles 2πj/N. The value of ψ is 1 if N divides n and 0 otherwise. It is exactly 1, and not merely of modulus 1, because neighbour 0 lies on the reference axis.

Q: That must be a geometric sum.

A: It is. Put ζ = exp(2πi/N) and q = ζⁿ. The phase of neighbour j is q^j, which is `hterm` in the proof. If N divides n, then q = 1 and the average is 1. Otherwise q ≠ 1 while q^N = 1, so

(1 − q)(1 + q + … + q^(N−1)) = 1 − q^N = 0,

and the sum must vanish. The fact that q = 1 exactly when N divides n comes from ζ being a primitive N-th root of unity.

Q: So a perfect square shell has ψ = 0 for n = 6, although it is perfectly ordered.

A: Right, since 4 does not divide 6. A small modulus says that the bonds do not all lie along one n-fold star of directions, which is different from disorder. It does not even rule out n-fold rotational symmetry: a regular shell of twelve neighbours is unchanged by a sixfold rotation, yet it has ψ = 0 for n = 6, since 12 does not divide 6.

Q: What would I still have to supply in a simulation?

A: The neighbour list and the angles. In simulations of two-dimensional particle systems, |ψ| with n = 6 is a common measure of local sixfold order, and the theorem fixes the meaning of its maximum for one particle with a given list of equally weighted neighbours. How the list is chosen, by a cutoff or a Voronoi construction for instance, is left open, and bond lengths do not enter. Weighted averages, averages over many particles and three-dimensional order parameters built from spherical harmonics are different quantities, and these theorems do not treat them.

```lean
#print axioms BondOrientationalOrder.norm_bondOrder_le_one_and_eq_iff
#print axioms BondOrientationalOrder.bondOrder_regular_shell
```

```
'BondOrientationalOrder.norm_bondOrder_le_one_and_eq_iff' depends on axioms: [propext, Classical.choice, Quot.sound]
'BondOrientationalOrder.bondOrder_regular_shell' depends on axioms: [propext, Classical.choice, Quot.sound]
```
